# For a finite non-interacting system with constant Hamiltonian, the generalized Kadanoff–Baym ansatz is exact at unequal times

A time-stepping calculation with non-equilibrium Green functions can store the lesser function $G^<(t,s)$ at equal times only, and rebuild its values at $t\neq s$ when they are needed. For a finite system with a time-independent one-particle Hamiltonian and no self-energy, this rebuilding loses nothing. The formula used, the generalized Kadanoff–Baym ansatz, is in general an approximation once there is a self-energy that connects different times.

## Evolution and Green functions

In Lean 4 with Mathlib:

```lean
import Mathlib

open Matrix

namespace KeldyshKadanoffBaymAnsatz

noncomputable section

variable {n : Type*} [Fintype n] [DecidableEq n]
```

The type `n` labels a finite set of orbitals or sites. `Matrix n n ℂ` is the type of complex square matrices indexed by it.

```lean
/-- The evolution operator `U(t) = exp(-iHt)`. -/
def evol (H : Matrix n n ℂ) (t : ℝ) : Matrix n n ℂ :=
  NormedSpace.exp (t • ((-Complex.I) • H))
```

This is $U(t)=e^{-iHt}$ with $\hbar=1$. The symbol `•` multiplies a matrix by a number. Nothing here requires $H$ to be Hermitian.

```lean
/-- The retarded Green function: `-i U(t-s)` for `t > s`, and zero otherwise. -/
def retarded (H : Matrix n n ℂ) (t s : ℝ) : Matrix n n ℂ :=
  if s < t then (-Complex.I) • evol H (t - s) else 0
```

The retarded function is $G^r(t,s)=-iU(t-s)$ for $t>s$ and zero otherwise, including at $t=s$.

```lean
/-- The advanced Green function: `i U(t-s)` for `t < s`, and zero otherwise. -/
def advanced (H : Matrix n n ℂ) (t s : ℝ) : Matrix n n ℂ :=
  if t < s then Complex.I • evol H (t - s) else 0
```

The advanced function is $G^a(t,s)=iU(t-s)$ for $t<s$ and zero otherwise.

```lean
/-- The lesser Green function `G<(t,s) = i U(t) ρ U(-s)`. -/
def lesser (H ρ : Matrix n n ℂ) (t s : ℝ) : Matrix n n ℂ :=
  Complex.I • (evol H t * ρ * evol H (-s))
```

The lesser function is $G^<(t,s)=iU(t)\rho U(-s)$. In the physical case $H$ is Hermitian and $\rho$ is the one-particle density matrix of the electrons at time zero, but the definition accepts any matrices.

```lean
/-- The generalized Kadanoff-Baym ansatz, built from the equal-time values of `G`: `i (Gʳ(t,s)
G(s,s) - G(t,t) Gᵃ(t,s))`. -/
def ansatz (H : Matrix n n ℂ) (G : ℝ → ℝ → Matrix n n ℂ) (t s : ℝ) : Matrix n n ℂ :=
  Complex.I • (retarded H t s * G s s - G t t * advanced H t s)
```

For any two-time function $G$, `ansatz H G t s` is

$$i\big(G^r(t,s)\,G(s,s)-G(t,t)\,G^a(t,s)\big).$$

Only equal-time values of $G$ enter.

## The group law and the role of Hermiticity

```lean
/-- Evolution over successive times composes: `U(t+s) = U(t) U(s)`. -/
theorem evol_add (H : Matrix n n ℂ) (t s : ℝ) :
    evol H (t + s) = evol H t * evol H s := by
  unfold evol
  rw [add_smul]
  exact Matrix.exp_add_of_commute _ _ (((Commute.refl _).smul_left _).smul_right _)
```

The theorem says $U(t+s)=U(t)U(s)$. Exponentials of matrices multiply in this way when the exponents commute, and $-iHt$ and $-iHs$ are multiples of the same matrix.

```lean
lemma evol_zero (H : Matrix n n ℂ) : evol H 0 = 1 := by
  simp [evol, NormedSpace.exp_zero]
```

Here $U(0)=1$. With the group law, this makes $U(-t)$ the inverse of $U(t)$.

```lean
/-- For a Hermitian Hamiltonian the advanced function is the adjoint of the retarded
function with its times exchanged. -/
theorem advanced_eq_retarded_adjoint {H : Matrix n n ℂ} (hH : H.IsHermitian) (t s : ℝ) :
    advanced H t s = (retarded H s t)ᴴ := by
  have hU : (evol H (s - t))ᴴ = evol H (t - s) := by
    unfold evol
    rw [← Matrix.exp_conjTranspose, ← neg_sub s t]
    congr 1
    rw [Matrix.conjTranspose_smul, Matrix.conjTranspose_smul, hH.eq]
    simp
    rw [← neg_smul, neg_sub]
  unfold advanced retarded
  split_ifs
  · rw [Matrix.conjTranspose_smul, hU]
    simp
  · simp

open scoped Matrix.Norms.Operator
```

The hypothesis `hH` says $H^\dagger=H$, and `ᴴ` is the adjoint. Then $U(s-t)^\dagger=U(t-s)$, so for $t<s$

$$G^r(s,t)^\dagger=\big(-iU(s-t)\big)^\dagger=iU(t-s)=G^a(t,s).$$

Otherwise both sides vanish; `split_ifs` separates the two cases. This is the only theorem that uses Hermiticity. The last line of the code selects a matrix norm for the derivatives that follow; in finite dimension the choice does not affect them.

## Equations of motion

```lean
/-- The Kadanoff-Baym equations without self-energy:
`i ∂ₜ G(t,s) = H G(t,s)` and `-i ∂ₛ G(t,s) = G(t,s) H`. -/
def FreeKadanoffBaym (H : Matrix n n ℂ) (G : ℝ → ℝ → Matrix n n ℂ) : Prop :=
  (∀ t s, HasDerivAt (fun u => G u s) ((-Complex.I) • (H * G t s)) t) ∧
  (∀ t s, HasDerivAt (fun u => G t u) (Complex.I • (G t s * H)) s)
```

`FreeKadanoffBaym H G` is the condition

$$i\partial_tG(t,s)=HG(t,s),\qquad -i\partial_sG(t,s)=G(t,s)H.$$

`HasDerivAt f f' x` means that $f$ has derivative $f'$ at $x$, so the equations appear solved for the derivatives: $-iHG$ and $iGH$. The missing self-energy stands for missing interactions and for the absence of leads that have been eliminated from the description. A finite piece of lead can still be part of $H$.

```lean
lemma hasDerivAt_evol (H : Matrix n n ℂ) (t : ℝ) :
    HasDerivAt (fun u => evol H u) ((-Complex.I) • (H * evol H t)) t := by
  have h : HasDerivAt (fun u => evol H u) (((-Complex.I) • H) * evol H t) t :=
    hasDerivAt_exp_smul_const' ((-Complex.I) • H) t
  exact h.congr_deriv (smul_mul_assoc _ _ _)
```

This is $\frac{d}{dt}U(t)=-iHU(t)$, from Mathlib's derivative of the exponential.

```lean
lemma hasDerivAt_evol_neg (H : Matrix n n ℂ) (t : ℝ) :
    HasDerivAt (fun u => evol H (-u)) (Complex.I • (evol H (-t) * H)) t := by
  -- running backwards in time is the same as reversing the sign of `H`
  have e : ∀ u, evol H (-u) = evol (-H) u := fun u => by simp [evol]
  have h : HasDerivAt (fun u => evol (-H) u) (evol (-H) t * ((-Complex.I) • (-H))) t :=
    hasDerivAt_exp_smul_const ((-Complex.I) • (-H)) t
  simp only [e]
  exact h.congr_deriv (by simp)
```

Backwards in time, $\frac{d}{dt}U(-t)=iU(-t)H$. The proof reads $U(-t)$ as the evolution under $-H$. Writing $H$ on the right suits the next cancellation.

```lean
/-- A solution of `i X' = H X` is carried from time `s` to time `t` by `U(t-s)`
acting from the left. -/
theorem propagate_left (H : Matrix n n ℂ) (X : ℝ → Matrix n n ℂ)
    (hX : ∀ t, HasDerivAt X ((-Complex.I) • (H * X t)) t) (t s : ℝ) :
    X t = evol H (t - s) * X s := by
  -- in the interaction picture nothing moves
  have hF : ∀ u, HasDerivAt (fun u => evol H (-u) * X u) 0 u := by
    intro u
    refine ((hasDerivAt_evol_neg H u).fun_mul (hX u)).congr_deriv ?_
    simp only [smul_mul_assoc, mul_smul_comm, mul_assoc, neg_smul, mul_neg, add_neg_cancel]
  have hc : evol H (-t) * X t = evol H (-s) * X s :=
    is_const_of_deriv_eq_zero (fun u => (hF u).differentiableAt) (fun u => (hF u).deriv) t s
  calc X t = evol H t * (evol H (-t) * X t) := by
        rw [← mul_assoc, ← evol_add, add_neg_cancel, evol_zero, one_mul]
    _ = evol H (t - s) * X s := by
        rw [hc, ← mul_assoc, ← evol_add, sub_eq_add_neg]
```

Suppose $iX'=HX$. By the product rule,

$$\frac{d}{du}\big[U(-u)X(u)\big]=iU(-u)HX(u)-iU(-u)HX(u)=0.$$

Hence $U(-t)X(t)=U(-s)X(s)$, and multiplying by $U(t)$ from the left gives $X(t)=U(t-s)X(s)$. In the code, `hF` is the vanishing derivative, `hc` the constancy, and the `calc` block the final multiplication.

```lean
/-- A solution of `-i X' = X H` is carried from time `t` to time `s` by `U(t-s)`
acting from the right. -/
theorem propagate_right (H : Matrix n n ℂ) (X : ℝ → Matrix n n ℂ)
    (hX : ∀ s, HasDerivAt X (Complex.I • (X s * H)) s) (t s : ℝ) :
    X s = X t * evol H (t - s) := by
  have hF : ∀ u, HasDerivAt (fun u => X u * evol H u) 0 u := by
    intro u
    refine ((hX u).fun_mul (hasDerivAt_evol H u)).congr_deriv ?_
    simp only [smul_mul_assoc, mul_smul_comm, mul_assoc, neg_smul, mul_neg, add_neg_cancel]
  have hc : X s * evol H s = X t * evol H t :=
    is_const_of_deriv_eq_zero (fun u => (hF u).differentiableAt) (fun u => (hF u).deriv) s t
  calc X s = (X s * evol H s) * evol H (-s) := by
        rw [mul_assoc, ← evol_add, add_neg_cancel, evol_zero, mul_one]
    _ = X t * evol H (t - s) := by
        rw [hc, mul_assoc, ← evol_add, sub_eq_add_neg]
```

The mirror image starts from $-iX'=XH$:

$$\frac{d}{du}\big[X(u)U(u)\big]=iX(u)HU(u)-iX(u)HU(u)=0.$$

Thus $X(s)U(s)=X(t)U(t)$, and multiplying by $U(-s)$ from the right gives $X(s)=X(t)U(t-s)$.

## Rebuilding unequal times from equal ones

```lean
/-- Every solution of the Kadanoff-Baym equations without self-energy equals its generalized
Kadanoff-Baym ansatz at all pairs of different times. -/
theorem ansatz_exact (H : Matrix n n ℂ) (G : ℝ → ℝ → Matrix n n ℂ)
    (hG : FreeKadanoffBaym H G) {t s : ℝ} (hts : t ≠ s) :
    G t s = ansatz H G t s := by
  rcases lt_or_gt_of_ne hts with h | h
  · -- `t < s`: only the advanced term survives
    have hp : G t s = G t t * evol H (t - s) := propagate_right H (G t) (hG.2 t) t s
    simp only [ansatz, retarded, advanced, if_pos h, if_neg (not_lt_of_gt h)]
    rw [mul_smul_comm, ← hp]
    simp [smul_smul]
  · -- `t > s`: only the retarded term survives
    have hp : G t s = evol H (t - s) * G s s :=
      propagate_left H (fun u => G u s) (fun u => hG.1 u s) t s
    simp only [ansatz, retarded, advanced, if_pos h, if_neg (not_lt_of_gt h)]
    rw [smul_mul_assoc, ← hp]
    simp [smul_smul]
```

Every $G$ that obeys both equations of motion equals its ansatz when $t\neq s$. The tactic `rcases` splits the proof by time order.

For $t<s$, $G^r(t,s)=0$. Carrying $G(t,\cdot)$ from $t$ to $s$ with `propagate_right` gives

$$i\big(-G(t,t)\,iU(t-s)\big)=G(t,t)U(t-s)=G(t,s).$$

For $t>s$, $G^a(t,s)=0$. Carrying $G(\cdot,s)$ from $s$ to $t$ with `propagate_left` gives

$$i\big(-iU(t-s)G(s,s)\big)=U(t-s)G(s,s)=G(t,s).$$

For a general $G$, both equations of motion are needed. Take $1\times1$ matrices, $H=0$ and $G(t,s)=s$. The equation in $t$ holds, the one in $s$ fails, and for $t<s$ the ansatz returns $G(t,t)=t$ instead of $s$. With $G(t,s)=t$ instead, only the equation in $t$ fails, and for $t>s$ the ansatz returns $G(s,s)=s$ instead of $t$. Neither example is a physical lesser function, which obeys $G^<(t,s)^\dagger=-G^<(s,t)$; with this symmetry and a Hermitian $H$, each equation follows from the other.

```lean
/-- The lesser function `i U(t) ρ U(-s)` solves the Kadanoff-Baym equations without
self-energy, for every matrix `ρ`. -/
theorem lesser_witness (H ρ : Matrix n n ℂ) : FreeKadanoffBaym H (lesser H ρ) := by
  constructor
  · intro t s
    have e : (fun u => lesser H ρ u s) =
        fun u => evol H u * (Complex.I • (ρ * evol H (-s))) := by
      funext u
      simp only [lesser, mul_smul_comm, mul_assoc]
    rw [e]
    refine ((hasDerivAt_evol H t).mul_const _).congr_deriv ?_
    rw [smul_mul_assoc]
    simp only [lesser, mul_smul_comm, mul_assoc]
  · intro t s
    have e : (fun u => lesser H ρ t u) =
        fun u => (Complex.I • (evol H t * ρ)) * evol H (-u) := by
      funext u
      simp only [lesser, smul_mul_assoc]
    rw [e]
    refine ((hasDerivAt_evol_neg H s).const_mul _).congr_deriv ?_
    simp only [lesser, smul_mul_assoc, mul_smul_comm, mul_assoc]
```

The lesser function meets the condition for every $\rho$:

$$\partial_tG^<=i(-iHU(t))\rho U(-s)=-iHG^<,$$
$$\partial_sG^<=iU(t)\rho\,(iU(-s)H)=iG^<H.$$

In each half of the proof, `e` groups the factors that stay fixed during differentiation.

```lean
/-- The lesser function `i U(t) ρ U(-s)` equals its generalized Kadanoff-Baym ansatz whenever the
two times differ. -/
theorem lesser_eq_ansatz (H ρ : Matrix n n ℂ) {t s : ℝ} (hts : t ≠ s) :
    lesser H ρ t s = ansatz H (lesser H ρ) t s :=
  ansatz_exact H _ (lesser_witness H ρ) hts
```

Combining the last two theorems gives, for $t\neq s$,

$$G^<(t,s)=i\big(G^r(t,s)G^<(s,s)-G^<(t,t)G^a(t,s)\big).$$

## What happens at equal times

```lean
/-- At equal times, where the retarded and advanced functions are set to zero, the
ansatz reproduces the lesser function only for `ρ = 0`. -/
theorem equal_time_iff (H ρ : Matrix n n ℂ) (t : ℝ) :
    lesser H ρ t t = ansatz H (lesser H ρ) t t ↔ ρ = 0 := by
  have h0 : ansatz H (lesser H ρ) t t = 0 := by simp [ansatz, retarded, advanced]
  have hU : evol H (-t) * evol H t = 1 := by
    rw [← evol_add, neg_add_cancel, evol_zero]
  rw [h0]
  constructor
  · intro h
    rw [lesser] at h
    have h1 := (smul_eq_zero.mp h).resolve_left Complex.I_ne_zero
    -- undo the evolution on both sides
    calc ρ = (evol H (-t) * evol H t) * ρ * (evol H (-t) * evol H t) := by
          rw [hU, one_mul, mul_one]
      _ = evol H (-t) * (evol H t * ρ * evol H (-t)) * evol H t := by
          simp only [mul_assoc]
      _ = 0 := by rw [h1, mul_zero, zero_mul]
  · intro h
    simp [lesser, h]

end

end KeldyshKadanoffBaymAnsatz
```

At $t=s$ both $G^r$ and $G^a$ are zero by definition, so the ansatz vanishes. If it equals $G^<(t,t)$, then $iU(t)\rho U(-t)=0$. Multiplying by $U(-t)$ on the left and $U(t)$ on the right leaves $\rho=0$. Conversely, $\rho=0$ makes both sides zero.

This exception comes from the convention for the step function. With the value one half at equal times, $G^r(t,t)=-i/2$ and $G^a(t,t)=i/2$, and the ansatz would become $\tfrac12G^<(t,t)+\tfrac12G^<(t,t)=G^<(t,t)$. The restriction $t\neq s$ would then be unnecessary.

```lean
#print axioms KeldyshKadanoffBaymAnsatz.advanced_eq_retarded_adjoint
#print axioms KeldyshKadanoffBaymAnsatz.ansatz_exact
#print axioms KeldyshKadanoffBaymAnsatz.lesser_eq_ansatz
#print axioms KeldyshKadanoffBaymAnsatz.equal_time_iff
```

```
'KeldyshKadanoffBaymAnsatz.advanced_eq_retarded_adjoint' depends on axioms: [propext, Classical.choice, Quot.sound]
'KeldyshKadanoffBaymAnsatz.ansatz_exact' depends on axioms: [propext, Classical.choice, Quot.sound]
'KeldyshKadanoffBaymAnsatz.lesser_eq_ansatz' depends on axioms: [propext, Classical.choice, Quot.sound]
'KeldyshKadanoffBaymAnsatz.equal_time_iff' depends on axioms: [propext, Classical.choice, Quot.sound]
```
